# Under Thomas–Fermi scaling, the B88 gradient correction per Z of a smooth positive density tends to its second-order term when that term is finite

Q: As the nuclear charge $Z$ of a neutral atom grows, its electrons crowd inwards: in Thomas–Fermi theory the density rises as $Z^2$ while lengths shrink as $Z^{-1/3}$. The B88 exchange functional adds to local exchange a correction that depends on the density gradient. What does that correction become for a heavy atom, and does your Lean statement describe the same thing?

A: Only in part. The statement scales one fixed density profile; it covers neither the Thomas–Fermi density itself nor the sequence of real atoms, for reasons given at the end. Take a positive differentiable spin density $\rho$ on $\mathbb R^3$ and set $\rho_Z(r)=Z^2\rho(Z^{1/3}r)$. With $x=|\nabla\rho|/\rho^{4/3}$, the magnitude of the correction is

$$E[\rho]=\int \rho^{4/3}\,\frac{\beta x^2}{D(x)}\,d^3r,\qquad D(x)=1+6\beta x\,\operatorname{arsinh}x .$$

If $g=|\nabla\rho|^2/\rho^{4/3}$ is integrable and $\beta\ge0$, then $E[\rho_Z]/Z\to\beta\int g$ as $Z\to\infty$.

Q: What does $\beta$ stand for?

A: It is the fitted strength of the gradient correction. Its reappearance in $D$, with the factor 6, gives the exchange energy per electron the right Coulombic decay in an exponential density tail. The theorem holds for every $\beta\ge0$, so no fitted value enters.

Q: Show me the limit without Lean first.

A: Write $s=Z^{1/3}r$. The chain rule gives $|\nabla\rho_Z(r)|=Z^2Z^{1/3}|\nabla\rho(s)|=Z^{7/3}|\nabla\rho(s)|$, and $\rho_Z(r)^{4/3}=Z^{8/3}\rho(s)^{4/3}$. Dividing, $x_Z(r)=Z^{-1/3}x(s)$. Since $\rho^{4/3}x^2=g$, the integrand for $\rho_Z$ is

$$Z^{8/3}\rho(s)^{4/3}\,\frac{\beta Z^{-2/3}x(s)^2}{D(Z^{-1/3}x(s))}=Z^2\,\frac{\beta g(s)}{D(Z^{-1/3}x(s))}.$$

The volume element is $d^3r=d^3s/Z$, so for every $Z>0$

$$\frac{E[\rho_Z]}{Z}=\int\frac{\beta g(s)}{D(Z^{-1/3}x(s))}\,d^3s .$$

Because $x\ge0$, we have $D\ge1$, and the integrand lies between 0 and $\beta g$. This already gives $E[\rho_Z]/Z\le\beta\int g$. At each fixed $s$ the argument of $D$ tends to 0, so $D\to1$. Since $\beta g$ is integrable, dominated convergence gives the limit.

Q: Try it on a density I can integrate.

A: Take $\rho=e^{-r^2}$, where $r$ now denotes the length of the scaled position $s$. Then $|\nabla\rho|=2re^{-r^2}$ and $g=4r^2e^{-2r^2/3}$, so $\int g=9(3\pi/2)^{3/2}\approx92.07$. With an illustrative $\beta=0.01$ the limit is about $0.92$. At $r=1$, $x=2e^{1/3}\approx2.79$. For $Z=1$ the denominator there is about $1.293$; for $Z=1000$ its argument is ten times smaller and it is about $1.005$. Far out, $x=2re^{r^2/3}$ grows without bound, so the denominator does not approach 1 uniformly in space. The integrable bound $\beta g$ takes care of that region.

Q: Now the Lean objects. What is space, and what is being scaled?

A: Space is three-dimensional Euclidean space, and integrals use ordinary volume.

```lean
import Mathlib

open MeasureTheory Filter Topology

namespace BeckeLargeZ

noncomputable section

/-- Three-dimensional position space. -/
abbrev Space := EuclideanSpace ℝ (Fin 3)
```

The scaled density carries a real parameter `Z`, not only integer charges. The symbol `•` multiplies a position vector by a number.

```lean
/-- The Thomas-Fermi scaled density `ρ_Z(r) = Z² ρ(Z^(1/3) r)`, for `Z > 0`. -/
def scaled (Z : ℝ) (ρ : Space → ℝ) (r : Space) : ℝ :=
  Z ^ 2 * ρ (Z ^ (1 / 3 : ℝ) • r)
```

Q: Which reduced gradient is this? Many texts use $s$.

A: It is Becke's $x$, without the numerical prefactor that turns it into the usual $s$, which is not the scaled position $s$ used above. The letter `x` in the code is never a coordinate. The next two definitions are $x$ and $g$, and the third is $D$.

```lean
/-- The reduced gradient `x = |∇ρ| / ρ^(4/3)`, for a positive density. -/
def reducedGradient (ρ : Space → ℝ) (r : Space) : ℝ :=
  ‖gradient ρ r‖ / ρ r ^ (4 / 3 : ℝ)

/-- The second-order gradient density `|∇ρ|² / ρ^(4/3)`, for a positive density. -/
def gradientDensity (ρ : Space → ℝ) (r : Space) : ℝ :=
  ‖gradient ρ r‖ ^ 2 / ρ r ^ (4 / 3 : ℝ)

/-- The Becke denominator `1 + 6 β x arsinh x`. -/
def denominator (β x : ℝ) : ℝ := 1 + 6 * β * x * Real.arsinh x
```

Q: And the sign? The B88 correction lowers the exchange energy.

A: The definition is the positive magnitude, for one spin density. The physical contribution is minus this, summed over the two spins.

```lean
/-- The magnitude of the B88 gradient correction to the exchange energy of a positive
spin density, `∫ ρ^(4/3) β x² / (1 + 6 β x arsinh x)`, for `β ≥ 0`. -/
def b88Energy (β : ℝ) (ρ : Space → ℝ) : ℝ :=
  ∫ r, ρ r ^ (4 / 3 : ℝ) *
    (β * reducedGradient ρ r ^ 2 / denominator β (reducedGradient ρ r))
```

The last definition is the integrand of the finite-$Z$ formula, with `t` in the place of $Z^{-1/3}$.

```lean
/-- The gradient density `β |∇ρ|² / ρ^(4/3)` divided by the Becke denominator at the
reduced gradient `t x`, for a positive density and `β, t ≥ 0`. -/
def dampedDensity (β t : ℝ) (ρ : Space → ℝ) (r : Space) : ℝ :=
  β * gradientDensity ρ r / denominator β (t * reducedGradient ρ r)
```

Q: Does Lean's `gradient` have the length I expect?

A: Yes. It is the vector that represents the derivative through the inner product. That representation preserves length, so the chain rule can be applied to the derivative `fderiv` instead.

```lean
variable {ρ : Space → ℝ} {Z β : ℝ}

/-- The length of the gradient equals the norm of the derivative. -/
theorem norm_gradient_eq (ρ : Space → ℝ) (r : Space) :
    ‖gradient ρ r‖ = ‖fderiv ℝ ρ r‖ :=
  (InnerProductSpace.toDual ℝ Space).symm.norm_map _
```

The Jacobian comes next. Mathlib's rule for dilated integrals produces the inverse cube of $Z^{1/3}$, which the proof reduces to $1/Z$.

```lean
/-- Dilating space by `Z^(1/3)`, with `Z > 0`, divides an integral over space by `Z`. -/
theorem integral_dilate (hZ : 0 < Z) (f : Space → ℝ) :
    ∫ r, f (Z ^ (1 / 3 : ℝ) • r) = (∫ r, f r) / Z := by
  have hc : (Z ^ (1 / 3 : ℝ)) ^ 3 = Z := by
    rw [← Real.rpow_natCast, ← Real.rpow_mul hZ.le]
    norm_num
  rw [Measure.integral_comp_smul, finrank_euclideanSpace_fin, hc,
    abs_of_pos (inv_pos.2 hZ), smul_eq_mul]
  ring
```

Q: Can you show that this is the scaling of an atom with more electrons, and not just a convenient dilation?

A: The particle number is multiplied by $Z$: the prefactor $Z^2$ meets the Jacobian $1/Z$. For a neutral atom with equal numbers of both spins, the spin density $\rho$ integrates to one half, and $\rho_Z$ holds $Z/2$ electrons of that spin.

```lean
/-- The particle number of the scaled density is `Z` times that of `ρ`, for `Z > 0`. -/
theorem particleNumber_scaled (hZ : 0 < Z) (ρ : Space → ℝ) :
    ∫ r, scaled Z ρ r = Z * ∫ r, ρ r := by
  have h : ∀ I : ℝ, Z ^ 2 * (I / Z) = Z * I := fun I => by field_simp
  unfold scaled
  rw [integral_const_mul, integral_dilate hZ ρ]
  exact h _
```

The $4/3$ power of the density picks up $Z^{8/3}$, and the same Jacobian turns this into $Z^{5/3}$ for the local exchange integral.

```lean
theorem rpow_scaled (hZ : 0 < Z) (hpos : ∀ r, 0 < ρ r) (r : Space) :
    scaled Z ρ r ^ (4 / 3 : ℝ) =
      Z ^ (8 / 3 : ℝ) * ρ (Z ^ (1 / 3 : ℝ) • r) ^ (4 / 3 : ℝ) := by
  have h : (Z ^ 2) ^ (4 / 3 : ℝ) = Z ^ (8 / 3 : ℝ) := by
    rw [← Real.rpow_natCast, ← Real.rpow_mul hZ.le]
    norm_num
  unfold scaled
  rw [Real.mul_rpow (by positivity) (hpos _).le, h]

/-- For a positive density and `Z > 0`, the local exchange integral `∫ ρ^(4/3)` grows
as `Z^(5/3)` under the scaling. -/
theorem localExchange_scaled (hZ : 0 < Z) (hpos : ∀ r, 0 < ρ r) :
    ∫ r, scaled Z ρ r ^ (4 / 3 : ℝ) = Z ^ (5 / 3 : ℝ) * ∫ r, ρ r ^ (4 / 3 : ℝ) := by
  have e : Z ^ (5 / 3 : ℝ) * Z = Z ^ (8 / 3 : ℝ) := by
    rw [← Real.rpow_add_one hZ.ne']
    norm_num
  have h : ∀ a I : ℝ, a * Z * (I / Z) = a * I := fun a I => by field_simp
  simp only [rpow_scaled hZ hpos]
  rw [integral_const_mul, integral_dilate hZ (fun s => ρ s ^ (4 / 3 : ℝ)), ← e]
  exact h _ _
```

Neither scaling law assumes a finite integral; Lean assigns a divergent one the value zero, so the laws have physical content only when the integrals converge. Together with the limit derived above, this makes the gradient correction smaller than local exchange by a factor of order $Z^{-2/3}$, when $\beta>0$ and both $\int\rho^{4/3}$ and $\int g$ are finite and nonzero.

Q: Where is the chain rule?

A: In the next lemma. `h1` differentiates the dilation, `h2` composes it with $\rho$ and multiplies by $Z^2$, and `h3` states the resulting derivative. `e1` and `e2` collect the exponents, $2+\tfrac13=\tfrac73=-\tfrac13+\tfrac83$, and the final rewriting cancels $Z^{8/3}$.

```lean
/-- For a positive differentiable density and `Z > 0`, the reduced gradient of the scaled
density is `Z^(-1/3)` times that of `ρ` at the dilated point. -/
theorem reducedGradient_scaled (hZ : 0 < Z) (hρ : Differentiable ℝ ρ)
    (hpos : ∀ r, 0 < ρ r) (r : Space) :
    reducedGradient (scaled Z ρ) r =
      Z ^ (-(1 / 3) : ℝ) * reducedGradient ρ (Z ^ (1 / 3 : ℝ) • r) := by
  -- chain rule for the dilation
  have h1 : HasFDerivAt (fun s : Space => Z ^ (1 / 3 : ℝ) • s)
      (Z ^ (1 / 3 : ℝ) • ContinuousLinearMap.id ℝ Space) r :=
    (Z ^ (1 / 3 : ℝ) • ContinuousLinearMap.id ℝ Space).hasFDerivAt
  have h2 := ((hρ (Z ^ (1 / 3 : ℝ) • r)).hasFDerivAt.comp r h1).const_mul (Z ^ 2)
  have h3 : HasFDerivAt (scaled Z ρ)
      ((Z ^ 2 * Z ^ (1 / 3 : ℝ)) • fderiv ℝ ρ (Z ^ (1 / 3 : ℝ) • r)) r :=
    h2.congr_fderiv (ContinuousLinearMap.ext fun v => by simp [mul_assoc])
  -- collect the powers of Z
  have e1 : Z ^ 2 * Z ^ (1 / 3 : ℝ) = Z ^ (7 / 3 : ℝ) := by
    rw [← Real.rpow_natCast, ← Real.rpow_add hZ]
    norm_num
  have e2 : Z ^ (-(1 / 3) : ℝ) * Z ^ (8 / 3 : ℝ) = Z ^ (7 / 3 : ℝ) := by
    rw [← Real.rpow_add hZ]
    norm_num
  unfold reducedGradient
  simp only [norm_gradient_eq]
  rw [rpow_scaled hZ hpos, h3.fderiv, norm_smul, Real.norm_of_nonneg (by positivity),
    e1, ← e2, mul_assoc, mul_div_assoc, mul_div_mul_left _ _ (Real.rpow_pos_of_pos hZ _).ne']
```

The exact finite-$Z$ formula follows. Within its proof, `hx` is the identity $\rho^{4/3}x^2=g$, `ht` is $Z^{8/3}Z^{-2/3}=Z^2$, and `hpt` is the pointwise integrand derived above. The dilation lemma then supplies $1/Z$, and the division by $Z$ removes the remaining power.

```lean
/-- For a positive differentiable density and `Z > 0`, the B88 correction per `Z` is the integral of
`β |∇ρ|² / ρ^(4/3)` divided by the Becke denominator at `Z^(-1/3) x`. -/
theorem b88Energy_scaled (β : ℝ) (hZ : 0 < Z) (hρ : Differentiable ℝ ρ)
    (hpos : ∀ r, 0 < ρ r) :
    b88Energy β (scaled Z ρ) / Z = ∫ r, dampedDensity β (Z ^ (-(1 / 3) : ℝ)) ρ r := by
  have q : (Z ^ (-(1 / 3) : ℝ)) ^ 2 = Z ^ (-(2 / 3) : ℝ) := by
    rw [← Real.rpow_natCast, ← Real.rpow_mul hZ.le]
    norm_num
  have ht : Z ^ (8 / 3 : ℝ) * (Z ^ (-(1 / 3) : ℝ)) ^ 2 = Z ^ 2 := by
    rw [q, ← Real.rpow_two, ← Real.rpow_add hZ]
    norm_num
  have hq : ∀ G R : ℝ, R ≠ 0 → R * (G / R) ^ 2 = G ^ 2 / R :=
    fun G R hR => by field_simp
  have hx : ∀ s, ρ s ^ (4 / 3 : ℝ) * reducedGradient ρ s ^ 2 = gradientDensity ρ s :=
    fun s => hq _ _ (Real.rpow_pos_of_pos (hpos s) _).ne'
  have hpt : ∀ r, scaled Z ρ r ^ (4 / 3 : ℝ) * (β * reducedGradient (scaled Z ρ) r ^ 2 /
      denominator β (reducedGradient (scaled Z ρ) r)) =
      Z ^ 2 * dampedDensity β (Z ^ (-(1 / 3) : ℝ)) ρ (Z ^ (1 / 3 : ℝ) • r) := by
    intro r
    rw [reducedGradient_scaled hZ hρ hpos, rpow_scaled hZ hpos, dampedDensity, ← hx, ← ht]
    ring
  have h : ∀ I : ℝ, Z ^ 2 * (I / Z) / Z = I := fun I => by field_simp
  unfold b88Energy
  simp only [hpt]
  rw [integral_const_mul, integral_dilate hZ (dampedDensity β (Z ^ (-(1 / 3) : ℝ)) ρ)]
  exact h _
```

Q: So far no smallness of the gradient has been used. Does the bound need any?

A: No. `hD` proves $D\ge1$ from the signs of $\beta$, $x$ and $\operatorname{arsinh}x$. Dividing a non-negative quantity by $D$ cannot increase it.

```lean
/-- For a positive density and `β, t ≥ 0`, the damped density lies between zero and the undamped
density `β |∇ρ|² / ρ^(4/3)`. -/
theorem dampedDensity_bounds (hβ : 0 ≤ β) {t : ℝ} (ht : 0 ≤ t) (hpos : ∀ r, 0 < ρ r)
    (r : Space) :
    0 ≤ dampedDensity β t ρ r ∧ dampedDensity β t ρ r ≤ β * gradientDensity ρ r := by
  have hR := Real.rpow_nonneg (hpos r).le (4 / 3 : ℝ)
  have hy : 0 ≤ t * reducedGradient ρ r := mul_nonneg ht (div_nonneg (norm_nonneg _) hR)
  have hg : 0 ≤ β * gradientDensity ρ r := mul_nonneg hβ (div_nonneg (sq_nonneg _) hR)
  have hD : 1 ≤ denominator β (t * reducedGradient ρ r) := by
    have := mul_nonneg (mul_nonneg (mul_nonneg (by norm_num : (0 : ℝ) ≤ 6) hβ) hy)
      (Real.arsinh_nonneg_iff.2 hy)
    unfold denominator
    linarith
  exact ⟨div_nonneg hg (by linarith), div_le_self hg hD⟩
```

Integrating that inequality gives an upper bound at every positive $Z$, including small ones. It is here that integrability of $g$, written `Integrable (gradientDensity ρ)`, first appears as a hypothesis.

```lean
/-- For `Z > 0`, `β ≥ 0` and a positive differentiable density with integrable
`|∇ρ|²/ρ^(4/3)`, the B88 correction per `Z` is at most `β ∫ |∇ρ|²/ρ^(4/3)`. -/
theorem b88Energy_scaled_le (hβ : 0 ≤ β) (hZ : 0 < Z) (hρ : Differentiable ℝ ρ)
    (hpos : ∀ r, 0 < ρ r) (hint : Integrable (gradientDensity ρ)) :
    b88Energy β (scaled Z ρ) / Z ≤ β * ∫ r, gradientDensity ρ r := by
  have hb := dampedDensity_bounds hβ (Real.rpow_nonneg hZ.le (-(1 / 3))) hpos
  rw [b88Energy_scaled β hZ hρ hpos, ← integral_const_mul]
  exact integral_mono_of_nonneg (Eventually.of_forall fun r => (hb r).1)
    (hint.const_mul β) (Eventually.of_forall fun r => (hb r).2)
```

Q: Then read me the final theorem.

A: For `β ≥ 0` and a density that is differentiable and positive everywhere, with $g$ integrable, the function $Z\mapsto E[\rho_Z]/Z$ tends to $\beta\int g$ as the real number $Z$ goes to infinity. `Tendsto … atTop (𝓝 …)` is that limit. A continuous derivative is not required.

The first part of the proof, up to `hmeas`, shows that the integrands are measurable. `key` is dominated convergence: its first bullet supplies the bound $\beta g$, and its second follows $Z^{-1/3}x\to0$, then $\operatorname{arsinh}\to0$, then $D\to1$. The closing lines replace the damped integral by $E[\rho_Z]/Z$, using the exact formula for $Z>0$.

```lean
/-- Large-`Z` limit of B88: for `β ≥ 0` and a positive differentiable density with
integrable `|∇ρ|²/ρ^(4/3)`, the correction per `Z` tends to `β ∫ |∇ρ|²/ρ^(4/3)`. -/
theorem b88Energy_largeZ (hβ : 0 ≤ β) (hρ : Differentiable ℝ ρ)
    (hpos : ∀ r, 0 < ρ r) (hint : Integrable (gradientDensity ρ)) :
    Tendsto (fun Z : ℝ => b88Energy β (scaled Z ρ) / Z) atTop
      (𝓝 (β * ∫ r, gradientDensity ρ r)) := by
  have hG : Measurable fun s => ‖gradient ρ s‖ := by
    simp only [norm_gradient_eq]
    exact (measurable_fderiv ℝ ρ).norm
  have hR : Measurable fun s => ρ s ^ (4 / 3 : ℝ) := hρ.continuous.measurable.pow_const _
  have hA : Continuous Real.arsinh := Real.differentiable_arsinh.continuous
  have hmeas : ∀ t : ℝ, Measurable (dampedDensity β t ρ) := fun t => by
    have hy : Measurable fun s => t * reducedGradient ρ s := (hG.div hR).const_mul t
    exact (((hG.pow_const 2).div hR).const_mul β).div
      (((hy.const_mul (6 * β)).mul (hA.measurable.comp hy)).const_add 1)
  rw [← integral_const_mul]
  -- dominated convergence for the exact finite-Z formula
  have key : Tendsto (fun Z : ℝ => ∫ r, dampedDensity β (Z ^ (-(1 / 3) : ℝ)) ρ r) atTop
      (𝓝 (∫ r, β * gradientDensity ρ r)) := by
    refine tendsto_integral_filter_of_dominated_convergence
      (fun r => β * gradientDensity ρ r)
      (Eventually.of_forall fun Z => (hmeas _).aestronglyMeasurable) ?_
      (hint.const_mul β) (Eventually.of_forall fun r => ?_)
    · filter_upwards [eventually_gt_atTop (0 : ℝ)] with Z hZ
      refine Eventually.of_forall fun r => ?_
      have hb := dampedDensity_bounds hβ (Real.rpow_nonneg hZ.le (-(1 / 3))) hpos r
      rw [Real.norm_of_nonneg hb.1]
      exact hb.2
    · -- the reduced gradient vanishes pointwise, so the denominator tends to one
      have h0 := (tendsto_rpow_neg_atTop (by norm_num : (0 : ℝ) < 1 / 3)).mul_const
        (reducedGradient ρ r)
      rw [zero_mul] at h0
      have h1 := (hA.tendsto 0).comp h0
      rw [Real.arsinh_zero] at h1
      have hD := ((h0.const_mul (6 * β)).mul h1).const_add 1
      rw [mul_zero, add_zero] at hD
      have hT := (tendsto_const_nhds (x := β * gradientDensity ρ r)).div hD one_ne_zero
      rw [div_one] at hT
      exact hT
  refine key.congr' ?_
  filter_upwards [eventually_gt_atTop (0 : ℝ)] with Z hZ
  exact (b88Energy_scaled β hZ hρ hpos).symm

end

end BeckeLargeZ
```

```lean
#print axioms BeckeLargeZ.particleNumber_scaled
#print axioms BeckeLargeZ.localExchange_scaled
#print axioms BeckeLargeZ.b88Energy_scaled_le
#print axioms BeckeLargeZ.b88Energy_largeZ
```

```
'BeckeLargeZ.particleNumber_scaled' depends on axioms: [propext, Classical.choice, Quot.sound]
'BeckeLargeZ.localExchange_scaled' depends on axioms: [propext, Classical.choice, Quot.sound]
'BeckeLargeZ.b88Energy_scaled_le' depends on axioms: [propext, Classical.choice, Quot.sound]
'BeckeLargeZ.b88Energy_largeZ' depends on axioms: [propext, Classical.choice, Quot.sound]
```

Q: My doubt is now about the atom itself. May I insert the Thomas–Fermi density for $\rho$?

A: No. Near the nucleus that density behaves as $r^{-3/2}$. Then $|\nabla\rho|^2$ goes as $r^{-5}$ and $\rho^{4/3}$ as $r^{-2}$, so $g$ goes as $r^{-3}$ and its volume integral diverges logarithmically. This power count is ordinary calculus added to the discussion, not a Lean result, but it shows that the integrability hypothesis excludes the Thomas–Fermi atom.

Q: And a true atomic density, which is finite at the nucleus?

A: It has a cusp there, so it is not differentiable at that point, and the densities of successive atoms are not dilations of one another. Nor can one regular profile stand in for them in this limit: the scaled densities of heavy atoms approach the Thomas–Fermi profile, for which $\int g$ diverges, so their correction per $Z$ is expected to grow logarithmically instead of settling to a finite value. The theorem describes a fixed regular profile, not the sequence of real atoms.

Q: What can I use it for, then?

A: In electronic structure, it identifies which part of the B88 gradient correction survives at order $Z$ for a fixed regular profile: the second-order gradient term with coefficient $\beta$. For such a profile you can also check a numerical integration code against the limit, and against the upper bound at any finite $Z$.
